# The CCD correlation gradient of minimal-basis H₂ without amplitude derivatives

## Forces after the amplitudes have converged

A gradient-based geometry optimization at the coupled-cluster level uses the forces on the nuclei, evaluated once the amplitude equations have been solved. The amplitudes change when a nucleus moves, and differentiating the energy directly brings in their derivatives, with one linear system for each nuclear coordinate. Gradient codes instead solve a single linear system for a set of multipliers, and the amplitude derivatives drop out.

Minimal-basis H₂ shows this with one amplitude and one multiplier. For this two-electron, two-orbital model, everything can be written in closed form, including the gradient of the correlation energy.

## One amplitude, one equation

Let \(|0\rangle\) be the determinant with both electrons in the bonding orbital and \(|D\rangle\) the one with both in the antibonding orbital. Inversion symmetry keeps single excitations from mixing with these two. Relative to the reference energy, the Hamiltonian in this basis is

\[
H=\begin{pmatrix}0&K\\K&2D\end{pmatrix},
\]

where the real number \(K\) is the exchange coupling between the determinants and \(2D\) is the gap between their diagonal energies. (The letter in \(|D\rangle\) is only a label.)

With one possible double excitation, the coupled-cluster doubles (CCD) state is \(|0\rangle+t|D\rangle\), where \(t\) is the real doubles amplitude. Projecting the Schrödinger equation on \(|0\rangle\) gives the correlation energy \(E=Kt\). Projecting on \(|D\rangle\) gives \(K+2Dt=Et\), so the amplitude equation is

\[
R=K+2Dt-Kt^2=0 .
\]

The same computation read as matrix algebra is \(H(1,t)^T=(Kt,\;K+2Dt)^T\). This equals \(Kt\,(1,t)^T\) exactly when \(R=0\). A CCD solution is therefore an eigenvector of \(H\) with eigenvalue \(Kt\); its normalised form is \((1,t)/\sqrt{1+t^2}\).

## The multiplier

Introduce a real multiplier \(\lambda\) and the Lagrangian

\[
L=Kt+\lambda\,(K+2Dt-Kt^2),\qquad
\frac{\partial L}{\partial t}=K+\lambda(2D-2Kt).
\]

Choose \(\lambda=t/(1+t^2)\) and multiply the derivative by \(1+t^2\):

\[
K(1+t^2)+t(2D-2Kt)=K+2Dt-Kt^2=0 .
\]

So \(L\) is stationary in \(t\) at a CCD solution. Conversely, suppose some \(\lambda\) makes it stationary there. Multiplying the stationarity condition by \(-t\) and adding \(\lambda R=0\) leaves

\[
K\bigl(\lambda(1+t^2)-t\bigr)=0 .
\]

For \(K\neq0\) this fixes \(\lambda=t/(1+t^2)\). If \(K=D=0\), every multiplier works.

## The gradient from two neighbouring geometries

Now let \(K\), \(D\) and \(t\) depend on a nuclear coordinate \(x\), with primes for derivatives. Take two geometries with parameters \((K,D)\) and \((K_1,D_1)\), and CCD amplitudes \(a\) and \(b\). Multiply the first amplitude equation by \(b\) and the second by \(a\):

\[
Kb+2Dab=Ka^2b,\qquad K_1a+2D_1ab=K_1ab^2 .
\]

With these, the energy difference satisfies

\[
\begin{aligned}
(K_1b-Ka)(1+ab)&=K_1b-Ka+K_1ab^2-Ka^2b\\
&=(K_1-K)(a+b)+2(D_1-D)ab .
\end{aligned}
\]

This is exact for any displacement. Let the second geometry approach the first along a continuous branch, so that \(b\to a=t\). Dividing by the displacement and taking the limit gives

\[
(Kt)'=\frac{2tK'+2t^2D'}{1+t^2}.
\]

The denominator is at least 1, and \(t'\) has not been used. Continuity does matter: for \(K\ne0\) the two roots of the amplitude equation have product \(-1\), so a jump from one root to the other would make \(1+ab\) vanish in the limit.

The Lagrangian gives the same number when \(t\) and \(\lambda\) are frozen:

\[
K't+\lambda(K'+2D't-K't^2)
=\frac{K't(1+t^2)+K't+2D't^2-K't^3}{1+t^2}
=\frac{2tK'+2t^2D'}{1+t^2}.
\]

It is also the expectation value of \(H'\) in the normalised eigenvector, which is the Hellmann–Feynman form.

## A worked instance

In arbitrary units take \(K=3\), \(D=4\), \(K'=1\), \(D'=-2\). The amplitude \(t=-1/3\) solves the equation, since \(3-8/3-1/3=0\). The correlation energy is \(-1\), and the multiplier is \(\lambda=(-1/3)/(10/9)=-3/10\). The gradient is

\[
\frac{-\tfrac23-\tfrac49}{\tfrac{10}{9}}=-1 .
\]

Differentiating \(Kt\) with \(t\) simply held fixed would give \(K't=-1/3\). The missing \(-2/3\) is the amplitude response, and the multiplier term supplies it: \(-\tfrac{3}{10}\cdot\tfrac{20}{9}=-\tfrac23\).

## How the step appears in a program

A coupled-cluster gradient code converges the amplitudes, solves the linear equations for the multipliers (often called the Λ equations), forms density matrices from both, and contracts them with derivative integrals. In the present model the factors \(2t/(1+t^2)\) and \(2t^2/(1+t^2)\), which multiply \(K'\) and \(D'\), play the part of those densities. General molecules usually need an orbital-response contribution as well; here symmetry fixes the shape of the two orbitals within the minimal basis, and any dependence of their normalisation on geometry is contained in \(K'\) and \(D'\).

An implementation can be compared with a difference quotient of converged energies, provided both energies belong to the same solution branch.

## What the Lean theorems say

The definitions `residual`, `corrEnergy`, `lagrangian`, `multiplier` and `ciMatrix` are \(R\), \(Kt\), \(L\), \(t/(1+t^2)\) and \(H\). The argument `l` is \(\lambda\). All quantities are real, and the matrix indices 0 and 1 stand for the reference and the doubly excited determinant.

`HasDerivAt f f' x` says that `f` is differentiable at `x` with derivative `f'`. In `ccd_gradient`, `K` and `D` are functions of one real coordinate, while `K'` and `D'` are numbers, their derivatives at the chosen point `x`. The amplitude function `t` is required only to be continuous at `x`; a differentiable amplitude is a special case. The amplitude equation is assumed at every coordinate `y`, and the conclusion includes the differentiability of the correlation energy at `x`.

`frozen_lagrangian_gradient` takes a fixed number `t` and does not require it to solve the amplitude equation. That condition enters when the frozen derivative is identified with the derivative of the actual CCD energy.

The theorem `groundAmplitude_witness` supplies a branch to which the gradient formula applies wherever `K` and `D` are differentiable. For continuous `K` and continuous, everywhere positive `D`, meaning that the doubly excited determinant lies above the reference, the amplitude

\[
t=-\frac{K}{D+\sqrt{D^2+K^2}}
\]

is continuous, solves the amplitude equation and has correlation energy \(D-\sqrt{D^2+K^2}\).

The functions \(K\) and \(D\) are given, not computed from molecular integrals, and the reduction of H₂ to two determinants is part of the physical modelling. The force on a nucleus also contains the derivative of the reference energy, including nuclear repulsion, which has to be added separately.

```lean
import Mathlib

open Matrix Filter Topology

namespace MinimalBasisCCDGradient

noncomputable section

/-- The CCD amplitude residual of minimal-basis H₂, with exchange coupling `K`,
half excitation gap `D` and doubles amplitude `t`. -/
def residual (K D t : ℝ) : ℝ := K + 2 * D * t - K * t ^ 2

/-- The CCD correlation energy. -/
def corrEnergy (K t : ℝ) : ℝ := K * t

/-- The CCD Lagrangian: the correlation energy plus a multiplier `l` times the residual. -/
def lagrangian (K D t l : ℝ) : ℝ := corrEnergy K t + l * residual K D t

/-- The closed-form multiplier belonging to the amplitude `t`. -/
def multiplier (t : ℝ) : ℝ := t / (1 + t ^ 2)

/-- The Hamiltonian in the basis of the reference and the doubly excited determinant,
relative to the reference energy. -/
def ciMatrix (K D : ℝ) : Matrix (Fin 2) (Fin 2) ℝ := !![0, K; K, 2 * D]

/-- The amplitude `-K / (D + √(D² + K²))`. -/
def groundAmplitude (K D : ℝ) : ℝ := -K / (D + √(D ^ 2 + K ^ 2))

/-- The multiplier times `1 + t²` is the amplitude. -/
theorem multiplier_mul (t : ℝ) : multiplier t * (1 + t ^ 2) = t := by
  have hp : 1 + t ^ 2 ≠ 0 := by positivity
  exact div_mul_cancel₀ _ hp

/-- The derivative of the Lagrangian with respect to the amplitude. -/
theorem hasDerivAt_lagrangian (K D t l : ℝ) :
    HasDerivAt (fun s => lagrangian K D s l) (K + l * (2 * D - 2 * K * t)) t := by
  have hsq : HasDerivAt (fun s : ℝ => s ^ 2) (2 * t) t := by
    simpa using hasDerivAt_pow 2 t
  have hid : HasDerivAt (fun s : ℝ => s) 1 t := hasDerivAt_id' t
  have h := (hid.const_mul K).fun_add
    ((((hid.const_mul (2 * D)).const_add K).fun_sub (hsq.const_mul K)).const_mul l)
  exact h.congr_deriv (by ring)

/-- At a CCD solution the closed-form multiplier makes the Lagrangian stationary
in the amplitude. -/
theorem lagrangian_stationary {K D t : ℝ} (h : residual K D t = 0) :
    HasDerivAt (fun s => lagrangian K D s (multiplier t)) 0 t := by
  refine (hasDerivAt_lagrangian K D t (multiplier t)).congr_deriv ?_
  have hp : 1 + t ^ 2 ≠ 0 := by positivity
  unfold residual at h
  refine mul_right_cancel₀ hp ?_
  linear_combination h + (2 * D - 2 * K * t) * multiplier_mul t

/-- For nonzero coupling, a multiplier that makes the Lagrangian stationary at a CCD
solution equals the closed-form one. -/
theorem multiplier_unique {K D t l : ℝ} (hK : K ≠ 0) (h : residual K D t = 0)
    (hl : HasDerivAt (fun s => lagrangian K D s l) 0 t) : l = multiplier t := by
  have hu : K + l * (2 * D - 2 * K * t) = 0 := (hasDerivAt_lagrangian K D t l).unique hl
  have hp : 1 + t ^ 2 ≠ 0 := by positivity
  unfold residual at h
  have hlt : l * (1 + t ^ 2) = t := by
    refine mul_left_cancel₀ hK ?_
    linear_combination (-t) * hu + l * h
  refine mul_right_cancel₀ hp ?_
  rw [hlt, multiplier_mul]

/-- The amplitude equation holds exactly when `(1, t)` is an eigenvector of the
two-determinant Hamiltonian with the CCD correlation energy as eigenvalue. -/
theorem residual_eq_zero_iff_eigenvector (K D t : ℝ) :
    residual K D t = 0 ↔ ciMatrix K D *ᵥ ![1, t] = corrEnergy K t • ![1, t] := by
  have h0 : (ciMatrix K D *ᵥ ![1, t]) = ![K * t, K + 2 * D * t] := by
    ext i
    fin_cases i <;> simp [ciMatrix, Matrix.mulVec, dotProduct, Fin.sum_univ_succ]
  have h1 : corrEnergy K t • ![1, t] = ![K * t, K * t * t] := by
    ext i
    fin_cases i <;> simp [corrEnergy]
  rw [h0, h1]
  unfold residual
  constructor
  · intro h
    have h2 : K + 2 * D * t = K * t * t := by linear_combination h
    rw [h2]
  · intro h
    have h2 : K + 2 * D * t = K * t * t := congrFun h 1
    linear_combination h2

/-- An exact relation between the CCD correlation energies of two geometries with amplitudes `a` and
`b`. -/
theorem energy_difference {K D a K₁ D₁ b : ℝ}
    (h₀ : residual K D a = 0) (h₁ : residual K₁ D₁ b = 0) :
    (corrEnergy K₁ b - corrEnergy K a) * (1 + a * b)
      = (K₁ - K) * (a + b) + 2 * (D₁ - D) * (a * b) := by
  unfold residual at h₀ h₁
  unfold corrEnergy
  linear_combination (-a) * h₁ + b * h₀

/-- The derivative at `x` of the CCD correlation energy along a solution branch that is continuous
at `x`, expressed through the amplitude and the derivatives of `K` and `D`. -/
theorem ccd_gradient {K D t : ℝ → ℝ} {K' D' x : ℝ}
    (hK : HasDerivAt K K' x) (hD : HasDerivAt D D' x) (ht : ContinuousAt t x)
    (h : ∀ y, residual (K y) (D y) (t y) = 0) :
    HasDerivAt (fun y => corrEnergy (K y) (t y))
      ((2 * t x * K' + 2 * (t x) ^ 2 * D') / (1 + (t x) ^ 2)) x := by
  rw [hasDerivAt_iff_tendsto_slope] at hK hD ⊢
  have htx : Tendsto t (𝓝[≠] x) (𝓝 (t x)) := ht.tendsto.mono_left nhdsWithin_le_nhds
  have hden : Tendsto (fun y => 1 + t x * t y) (𝓝[≠] x) (𝓝 (1 + t x * t x)) :=
    (htx.const_mul (t x)).const_add 1
  have hpos : 1 + t x * t x ≠ 0 := by
    have := mul_self_nonneg (t x)
    linarith
  -- the limit of the finite-difference formula
  have hlim := ((hK.mul (htx.const_add (t x))).add
    ((hD.const_mul 2).mul (htx.const_mul (t x)))).div hden hpos
  have hval : (2 * t x * K' + 2 * (t x) ^ 2 * D') / (1 + (t x) ^ 2)
      = (K' * (t x + t x) + 2 * D' * (t x * t x)) / (1 + t x * t x) := by
    congr 1 <;> ring
  rw [hval]
  refine hlim.congr' ?_
  -- near `x` the formula is the difference quotient of the energy
  filter_upwards [hden.eventually_ne hpos] with y hy
  change (slope K x y * (t x + t y) + 2 * slope D x y * (t x * t y)) / (1 + t x * t y)
    = slope (fun y => corrEnergy (K y) (t y)) x y
  rw [div_eq_iff hy]
  simp only [slope_def_field]
  linear_combination (-(y - x)⁻¹) * energy_difference (h x) (h y)

/-- The derivative of the Lagrangian along the nuclear coordinate, with amplitude and multiplier
held fixed at `t` and `multiplier t`, is `(2 t K' + 2 t² D') / (1 + t²)`. -/
theorem frozen_lagrangian_gradient {K D : ℝ → ℝ} {K' D' x : ℝ} (t : ℝ)
    (hK : HasDerivAt K K' x) (hD : HasDerivAt D D' x) :
    HasDerivAt (fun y => lagrangian (K y) (D y) t (multiplier t))
      ((2 * t * K' + 2 * t ^ 2 * D') / (1 + t ^ 2)) x := by
  have hp : 1 + t ^ 2 ≠ 0 := by positivity
  have h := (hK.mul_const t).fun_add
    (((hK.fun_add ((hD.const_mul 2).mul_const t)).fun_sub
      (hK.mul_const (t ^ 2))).const_mul (multiplier t))
  refine h.congr_deriv ?_
  rw [eq_div_iff hp]
  linear_combination (K' + 2 * D' * t - K' * t ^ 2) * multiplier_mul t

/-- For continuous `K` and continuous positive `D`, the amplitude `groundAmplitude` is a
continuous CCD solution branch with correlation energy `D - √(D² + K²)`. -/
theorem groundAmplitude_witness {K D : ℝ → ℝ} (hK : Continuous K) (hD : Continuous D)
    (hpos : ∀ y, 0 < D y) :
    Continuous (fun y => groundAmplitude (K y) (D y)) ∧
    ∀ y, residual (K y) (D y) (groundAmplitude (K y) (D y)) = 0 ∧
      corrEnergy (K y) (groundAmplitude (K y) (D y)) = D y - √(D y ^ 2 + K y ^ 2) := by
  have hn : ∀ y, D y + √(D y ^ 2 + K y ^ 2) ≠ 0 := fun y =>
    (add_pos_of_pos_of_nonneg (hpos y) (Real.sqrt_nonneg _)).ne'
  refine ⟨hK.neg.div (hD.add ((hD.pow 2).add (hK.pow 2)).sqrt) hn, fun y => ?_⟩
  have hs : √(D y ^ 2 + K y ^ 2) * √(D y ^ 2 + K y ^ 2) = D y ^ 2 + K y ^ 2 :=
    Real.mul_self_sqrt (by positivity)
  have ht : groundAmplitude (K y) (D y) * (D y + √(D y ^ 2 + K y ^ 2)) = -K y :=
    div_mul_cancel₀ _ (hn y)
  have hny := hn y
  -- replace the amplitude and the root by variables, keeping their defining relations
  -- and the fact that the denominator is nonzero
  generalize groundAmplitude (K y) (D y) = a at ht ⊢
  generalize √(D y ^ 2 + K y ^ 2) = s at hs ht hny ⊢
  unfold residual corrEnergy
  constructor
  · refine mul_right_cancel₀ (pow_ne_zero 2 hny) ?_
    linear_combination K y * hs
      + (2 * D y * (D y + s) - K y * (a * (D y + s) - K y)) * ht
  · refine mul_right_cancel₀ hny ?_
    linear_combination K y * ht + hs

end

end MinimalBasisCCDGradient
```

```lean
#print axioms MinimalBasisCCDGradient.lagrangian_stationary
#print axioms MinimalBasisCCDGradient.residual_eq_zero_iff_eigenvector
#print axioms MinimalBasisCCDGradient.ccd_gradient
#print axioms MinimalBasisCCDGradient.frozen_lagrangian_gradient
```

```
'MinimalBasisCCDGradient.lagrangian_stationary' depends on axioms: [propext, Classical.choice, Quot.sound]
'MinimalBasisCCDGradient.residual_eq_zero_iff_eigenvector' depends on axioms: [propext, Classical.choice, Quot.sound]
'MinimalBasisCCDGradient.ccd_gradient' depends on axioms: [propext, Classical.choice, Quot.sound]
'MinimalBasisCCDGradient.frozen_lagrangian_gradient' depends on axioms: [propext, Classical.choice, Quot.sound]
```

## How the proofs follow the algebra

**Multiplier.** `multiplier_mul` records \(\lambda(1+t^2)=t\), which lets later proofs avoid fractions. `hasDerivAt_lagrangian` assembles \(\partial L/\partial t\) from the rules for sums, constant factors and squares. In `lagrangian_stationary`, `mul_right_cancel₀` multiplies the claim by the nonzero factor \(1+t^2\), and `linear_combination` reduces it to the amplitude equation, as in the derivation above.

For `multiplier_unique`, the uniqueness of derivatives turns the stationarity assumption into \(K+\lambda(2D-2Kt)=0\). The combination `(-t) * hu + l * h` is then the step by hand: stationarity times \(-t\), plus \(\lambda\) times the residual. The hypothesis `hK` allows the common factor \(K\) to be cancelled.

**Eigenvector.** `residual_eq_zero_iff_eigenvector` computes both sides of the eigenvalue equation as explicit vectors. Their first components agree automatically. The second components give the amplitude equation, which `congrFun h 1` extracts in the reverse direction.

**Gradient.** `energy_difference` is the exact two-geometry identity, obtained from the two residual equations with weights \(-a\) and \(b\). In `ccd_gradient` the derivative is rewritten as a limit of difference quotients, called `slope`, as `y` approaches `x` without equalling it. Continuity of the amplitude gives the limit of \(1+t(x)t(y)\), and `hlim` combines this with the slopes of `K` and `D`.

It remains to show that the expression in `hlim` really is the energy's difference quotient. The denominator has a nonzero limit, so it is nonzero for all `y` close enough to `x`; `filter_upwards` restricts attention to those points. There the equality follows from `energy_difference` divided by the displacement. At no point is a derivative of `t` formed.

**Frozen Lagrangian.** `frozen_lagrangian_gradient` differentiates only `K` and `D`, then uses `multiplier_mul` to bring the result to the form of the gradient.

**Explicit branch.** In `groundAmplitude_witness`, positivity of `D` keeps the denominator away from zero, which gives continuity. The proof then writes \(s\) for the square root and \(a\) for the amplitude, keeping the relations \(s^2=D^2+K^2\) and \(a(D+s)=-K\). Multiplying the residual by \((D+s)^2\) gives

\[
K(D+s)^2-2DK(D+s)-K^3=K(s^2-D^2-K^2)=0 .
\]

For the energy, multiplication by \(D+s\) turns both \(Ka\) and \(D-s\) into \(-K^2\), so they are equal.
